# For 0 < u < 2π, the parabolic tunnelling factor is more sensitive to the barrier frequency than Wigner's

## Reduced frequency, two factors and a sensitivity

Let $\omega$ be the magnitude of the imaginary frequency at the top of a reaction barrier, and let

$$u=\frac{\hbar\omega}{k_BT}.$$

This dimensionless number is the only variable below. At fixed temperature, a relative error in $\omega$ is the same relative error in $u$. The crossover temperature is the one at which $u=2\pi$, and higher temperatures give smaller $u$.

```lean
import Mathlib

open Filter Set
open scoped Real Topology

namespace TunnellingSensitivity

noncomputable section
```

A tunnelling factor $\kappa$ multiplies a classical rate constant. For an inverted parabola it is

$$\kappa_P(u)=\frac{u/2}{\sin(u/2)},\qquad 0<u<2\pi.$$

The formula is taken here as a definition, and is not derived from transmission through the barrier. In Lean it is a function on all real numbers, so the physical range appears as hypotheses in the theorems.

```lean
/-- The parabolic-barrier tunnelling factor `(u/2)/sin(u/2)` at reduced barrier frequency
`u = ħω/(k_B T)`, meant for `0 < u < 2π`. -/
def parabolicFactor (u : ℝ) : ℝ := u / 2 / Real.sin (u / 2)
```

Wigner's factor is the expansion of $\kappa_P$ through second order in $u$:

$$\kappa_W(u)=1+\frac{u^2}{24}.$$

```lean
/-- Wigner's tunnelling factor `1 + u²/24`. -/
def wignerFactor (u : ℝ) : ℝ := 1 + u ^ 2 / 24
```

The sensitivity of a factor is its logarithmic derivative,

$$S_\kappa(u)=\frac{d\ln\kappa}{d\ln u}=\left.\frac{d}{ds}\ln\kappa(e^s)\right|_{s=\ln u}.$$

To first order, a small relative error $\delta$ in $\omega$ produces a relative error $S_\kappa(u)\,\delta$ in $\kappa$. The Lean definition is the second expression, with `deriv` for the derivative. Since `deriv` returns zero where no derivative exists, the lemmas below use `HasDerivAt`, which states existence together with the value.

```lean
/-- The sensitivity `d ln κ / d ln u` of a positive tunnelling factor `κ` to the reduced
barrier frequency, meant for `u > 0`. -/
def logSensitivity (κ : ℝ → ℝ) (u : ℝ) : ℝ :=
  deriv (fun s => Real.log (κ (Real.exp s))) (Real.log u)
```

## The two sensitivities in closed form

For $u>0$ and $\kappa(u)>0$, the chain rule gives

$$\frac{d}{ds}\ln\kappa(e^s)=\frac{\kappa'(e^s)\,e^s}{\kappa(e^s)},\qquad\text{so}\qquad S_\kappa(u)=\frac{u\,\kappa'(u)}{\kappa(u)}.$$

The proof composes $\kappa$ with the exponential (`h1`), then applies the derivative of the logarithm, using $e^{\ln u}=u$ throughout.

```lean
/-- For `u > 0` and a factor `κ` that is differentiable and positive at `u`, the derivative of
`ln κ` with respect to `ln u` is `u κ'(u) / κ(u)`. -/
theorem hasDerivAt_log_log {κ : ℝ → ℝ} {κ' u : ℝ} (hu : 0 < u)
    (hκ : HasDerivAt κ κ' u) (hpos : 0 < κ u) :
    HasDerivAt (fun s => Real.log (κ (Real.exp s))) (u * κ' / κ u) (Real.log u) := by
  have he : Real.exp (Real.log u) = u := Real.exp_log hu
  have h2 := Real.hasDerivAt_exp (Real.log u)
  rw [he] at h2
  have h3 : HasDerivAt κ κ' (Real.exp (Real.log u)) := by rwa [he]
  have h1 : HasDerivAt (fun s => κ (Real.exp s)) (κ' * u) (Real.log u) :=
    h3.comp (Real.log u) h2
  have hne : κ (Real.exp (Real.log u)) ≠ 0 := by
    rw [he]
    exact hpos.ne'
  refine (h1.log hne).congr_deriv ?_
  simp only [he]
  ring
```

The parabolic factor meets the positivity condition: for $0<u<2\pi$ the angle $u/2$ lies between $0$ and $\pi$, where the sine is positive.

```lean
/-- The parabolic-barrier factor is positive for `0 < u < 2π`. -/
theorem parabolicFactor_pos {u : ℝ} (h0 : 0 < u) (h1 : u < 2 * π) :
    0 < parabolicFactor u :=
  div_pos (by linarith) (Real.sin_pos_of_pos_of_lt_pi (by linarith) (by linarith))
```

Write $x=u/2$. The quotient rule gives

$$\kappa_P'(u)=\frac{\tfrac12\sin x-\tfrac12x\cos x}{\sin^2x},$$

and therefore

$$S_P(u)=\frac{u\,\kappa_P'(u)}{\kappa_P(u)}=2x\cdot\frac{\sin x-x\cos x}{2\sin^2x}\cdot\frac{\sin x}{x}=1-x\cot x.$$

In the proof, `hd` is the quotient rule and `key` is the simplification, with the sine and cosine replaced by arbitrary numbers `s` and `c`, where `s` is nonzero.

```lean
/-- For `0 < u < 2π`, the derivative of the logarithm of the parabolic-barrier factor with
respect to `ln u` exists and equals `1 - (u/2) cot(u/2)`. -/
theorem hasDerivAt_log_parabolic {u : ℝ} (h0 : 0 < u) (h1 : u < 2 * π) :
    HasDerivAt (fun s => Real.log (parabolicFactor (Real.exp s)))
      (1 - u / 2 * Real.cot (u / 2)) (Real.log u) := by
  have hs : Real.sin (u / 2) ≠ 0 :=
    (Real.sin_pos_of_pos_of_lt_pi (by linarith) (by linarith)).ne'
  have hx : HasDerivAt (fun v : ℝ => v / 2) (1 / 2) u := (hasDerivAt_id' u).div_const 2
  have hd : HasDerivAt parabolicFactor
      ((1 / 2 * Real.sin (u / 2) - u / 2 * (Real.cos (u / 2) * (1 / 2)))
        / Real.sin (u / 2) ^ 2) u := hx.fun_div hx.sin hs
  have hu : u ≠ 0 := h0.ne'
  have key : ∀ s c : ℝ, s ≠ 0 →
      u * ((1 / 2 * s - u / 2 * (c * (1 / 2))) / s ^ 2) / (u / 2 / s)
        = 1 - u / 2 * (c / s) := by
    intro s c hs
    field_simp
  refine (hasDerivAt_log_log h0 hd (parabolicFactor_pos h0 h1)).congr_deriv ?_
  rw [Real.cot_eq_cos_div_sin]
  exact key _ _ hs
```

For Wigner's factor $\kappa_W'(u)=u/12$, so for every $u>0$

$$S_W(u)=\frac{u^2/12}{1+u^2/24}=\frac{2u^2}{24+u^2}.$$

```lean
/-- For `u > 0`, the derivative of the logarithm of Wigner's factor with respect to `ln u`
exists and equals `2u²/(24 + u²)`. -/
theorem hasDerivAt_log_wigner {u : ℝ} (h0 : 0 < u) :
    HasDerivAt (fun s => Real.log (wignerFactor (Real.exp s)))
      (2 * u ^ 2 / (24 + u ^ 2)) (Real.log u) := by
  have hp : HasDerivAt (fun y : ℝ => y ^ 2) (2 * u) u := by simpa using hasDerivAt_pow 2 u
  have hd : HasDerivAt wignerFactor (2 * u / 24) u := (hp.div_const 24).const_add 1
  have hw : 0 < wignerFactor u := by unfold wignerFactor; positivity
  refine (hasDerivAt_log_log h0 hd hw).congr_deriv ?_
  rw [div_eq_div_iff hw.ne' (by positivity)]
  unfold wignerFactor
  ring
```

## Why the parabolic sensitivity is larger

The comparison needs a preliminary inequality. Let $g(x)=\sin x-x\cos x$. Then $g(0)=0$ and

$$g'(x)=\cos x-\cos x+x\sin x=x\sin x>0\qquad(0<x<\pi),$$

so $g(x)>0$ on that interval. The Lean proof follows the same route: `hd` computes the derivative, `hm` turns its positive sign into strict monotonicity on $[0,\pi]$, and the last lines compare the value at $x$ with the value at $0$.

```lean
/-- For `0 < x < π`, `x cos x` is smaller than `sin x`. -/
theorem mul_cos_lt_sin {x : ℝ} (h0 : 0 < x) (h1 : x < π) : x * Real.cos x < Real.sin x := by
  have hd : ∀ y : ℝ, HasDerivAt (fun y => Real.sin y - y * Real.cos y) (y * Real.sin y) y := by
    intro y
    refine ((Real.hasDerivAt_sin y).fun_sub
      ((hasDerivAt_id' y).fun_mul (Real.hasDerivAt_cos y))).congr_deriv ?_
    ring
  have hm : StrictMonoOn (fun y => Real.sin y - y * Real.cos y) (Icc 0 π) := by
    refine strictMonoOn_of_deriv_pos (convex_Icc 0 π)
      (fun y _ => (hd y).continuousAt.continuousWithinAt) ?_
    intro y hy
    rw [interior_Icc] at hy
    rw [(hd y).deriv]
    exact mul_pos hy.1 (Real.sin_pos_of_pos_of_lt_pi hy.1 hy.2)
  have h := hm (left_mem_Icc.2 Real.pi_pos.le) ⟨h0.le, h1.le⟩ h0
  simp only [Real.sin_zero, zero_mul, sub_zero] at h
  linarith
```

In terms of $x=u/2$, Wigner's sensitivity is $2x^2/(6+x^2)$. Subtracting it from the parabolic one gives

$$1-x\cot x-\frac{2x^2}{6+x^2}=\frac{F(x)}{(6+x^2)\sin x},\qquad F(x)=(6-x^2)\sin x-(6x+x^3)\cos x.$$

The denominator is positive, so the sign is that of $F$. We have $F(0)=0$, and

$$\begin{aligned}F'(x)&=-2x\sin x+(6-x^2)\cos x-(6+3x^2)\cos x+(6x+x^3)\sin x\\&=x\left[4(\sin x-x\cos x)+x^2\sin x\right].\end{aligned}$$

Both terms in the bracket are positive on $(0,\pi)$, the first by the preliminary inequality. Hence $F(x)>0$ there, which is the strict inequality $S_W(u)<S_P(u)$.

The proof has the same structure as the previous one, with `positivity` collecting the signs in $F'$. The identity for the difference is `key`, written with the denominator $24+u^2=4(6+x^2)$.

```lean
/-- For `0 < u < 2π`, Wigner's sensitivity `2u²/(24 + u²)` is strictly smaller than the
parabolic-barrier sensitivity `1 - (u/2) cot(u/2)`. -/
theorem wigner_lt_parabolic {u : ℝ} (h0 : 0 < u) (h1 : u < 2 * π) :
    2 * u ^ 2 / (24 + u ^ 2) < 1 - u / 2 * Real.cot (u / 2) := by
  -- the difference of the two sides, cleared of denominators, increases from zero
  have hd : ∀ y : ℝ, HasDerivAt
      (fun y => (6 - y ^ 2) * Real.sin y - (6 * y + y ^ 3) * Real.cos y)
      (y * (4 * (Real.sin y - y * Real.cos y) + y ^ 2 * Real.sin y)) y := by
    intro y
    have hp2 : HasDerivAt (fun y : ℝ => y ^ 2) (2 * y) y := by simpa using hasDerivAt_pow 2 y
    have hp3 : HasDerivAt (fun y : ℝ => y ^ 3) (3 * y ^ 2) y := by
      simpa using hasDerivAt_pow 3 y
    refine (((hp2.const_sub 6).fun_mul (Real.hasDerivAt_sin y)).fun_sub
      ((((hasDerivAt_id' y).const_mul 6).fun_add hp3).fun_mul
        (Real.hasDerivAt_cos y))).congr_deriv ?_
    ring
  have hm : StrictMonoOn
      (fun y => (6 - y ^ 2) * Real.sin y - (6 * y + y ^ 3) * Real.cos y) (Icc 0 π) := by
    refine strictMonoOn_of_deriv_pos (convex_Icc 0 π)
      (fun y _ => (hd y).continuousAt.continuousWithinAt) ?_
    intro y hy
    rw [interior_Icc] at hy
    rw [(hd y).deriv]
    have hs := Real.sin_pos_of_pos_of_lt_pi hy.1 hy.2
    have hc := sub_pos.2 (mul_cos_lt_sin hy.1 hy.2)
    have hy0 : 0 < y := hy.1
    positivity
  have hx0 : 0 < u / 2 := by linarith
  have hx1 : u / 2 < π := by linarith
  have h := hm (left_mem_Icc.2 Real.pi_pos.le) ⟨hx0.le, hx1.le⟩ hx0
  have hz : (6 - (0 : ℝ) ^ 2) * Real.sin 0 - (6 * 0 + 0 ^ 3) * Real.cos 0 = 0 := by simp
  have hw : (24 + u ^ 2 : ℝ) ≠ 0 := by positivity
  have key : ∀ s c : ℝ, s ≠ 0 → 1 - u / 2 * (c / s) - 2 * u ^ 2 / (24 + u ^ 2)
      = 4 * ((6 - (u / 2) ^ 2) * s - (6 * (u / 2) + (u / 2) ^ 3) * c)
        / (s * (24 + u ^ 2)) := by
    intro s c hs
    field_simp
    ring
  have hs := Real.sin_pos_of_pos_of_lt_pi hx0 hx1
  rw [← sub_pos, Real.cot_eq_cos_div_sin, key _ _ hs.ne']
  exact div_pos (mul_pos (by norm_num) (hz.symm.trans_lt h)) (by positivity)
```

## Divergence at crossover

As $u$ tends to $2\pi$ from below, $-(u/2)\cos(u/2)$ tends to $\pi$, while $\sin(u/2)$ tends to zero through positive values. Consequently

$$S_P(u)=1+\frac{-(u/2)\cos(u/2)}{\sin(u/2)}\longrightarrow+\infty.$$

The two limits are `hnum` and `hden`. In the statement, `𝓝[<] (2 * π)` means approach from below and `atTop` means $+\infty$.

```lean
/-- The parabolic-barrier sensitivity `1 - (u/2) cot(u/2)` tends to `+∞` as `u` tends to `2π`
from below. -/
theorem parabolic_diverges :
    Tendsto (fun u : ℝ => 1 - u / 2 * Real.cot (u / 2)) (𝓝[<] (2 * π)) atTop := by
  have h2 : 2 * π / 2 = π := by ring
  have hc : Continuous (fun u : ℝ => -(u / 2 * Real.cos (u / 2))) := by fun_prop
  have hs : Continuous (fun u : ℝ => Real.sin (u / 2)) := by fun_prop
  have hnum : Tendsto (fun u : ℝ => -(u / 2 * Real.cos (u / 2))) (𝓝[<] (2 * π)) (𝓝 π) :=
    (hc.tendsto' (2 * π) π (by simp only [h2, Real.cos_pi]; ring)).mono_left
      nhdsWithin_le_nhds
  -- the sine in the denominator reaches zero through positive values
  have hden : Tendsto (fun u : ℝ => Real.sin (u / 2)) (𝓝[<] (2 * π)) (𝓝[>] 0) := by
    refine tendsto_nhdsWithin_iff.2 ⟨(hs.tendsto' (2 * π) 0
      (by simp only [h2, Real.sin_pi])).mono_left nhdsWithin_le_nhds, ?_⟩
    filter_upwards [Ioo_mem_nhdsLT Real.two_pi_pos] with u hu
    exact Real.sin_pos_of_pos_of_lt_pi (by linarith [hu.1]) (by linarith [hu.2])
  have h := tendsto_atTop_add_const_left _ (1 : ℝ)
    (hnum.pos_mul_atTop Real.pi_pos (tendsto_inv_nhdsGT_zero.comp hden))
  refine h.congr fun u => ?_
  simp only [Function.comp_apply, Real.cot_eq_cos_div_sin]
  ring
```

The main theorem restates these results for `logSensitivity` itself, in three parts:

- For $0<u<2\pi$, the parabolic sensitivity is $1-(u/2)\cot(u/2)$, and Wigner's is strictly smaller.
- The parabolic sensitivity tends to $+\infty$ as $u$ tends to $2\pi$ from below.
- For every $u>0$, Wigner's sensitivity is $2u^2/(24+u^2)$ and is less than $2$.

The bound in the last part is immediate, because $2u^2<2(24+u^2)$. The other parts come from the lemmas above, with `.deriv` extracting the value from each `HasDerivAt` statement.

```lean
/-- For `0 < u < 2π` the parabolic-barrier factor has sensitivity `1 - (u/2) cot(u/2)`, strictly
above that of Wigner's factor. It diverges as `u` tends to `2π` from below, while Wigner's
sensitivity is `2u²/(24 + u²)` and stays below 2 for all `u > 0`. -/
theorem frequency_error_amplification :
    (∀ u, 0 < u → u < 2 * π →
      logSensitivity parabolicFactor u = 1 - u / 2 * Real.cot (u / 2) ∧
      logSensitivity wignerFactor u < logSensitivity parabolicFactor u) ∧
    Tendsto (logSensitivity parabolicFactor) (𝓝[<] (2 * π)) atTop ∧
    (∀ u, 0 < u → logSensitivity wignerFactor u = 2 * u ^ 2 / (24 + u ^ 2) ∧
      logSensitivity wignerFactor u < 2) := by
  have hp : ∀ u, 0 < u → u < 2 * π →
      logSensitivity parabolicFactor u = 1 - u / 2 * Real.cot (u / 2) :=
    fun u h0 h1 => (hasDerivAt_log_parabolic h0 h1).deriv
  have hw : ∀ u, 0 < u → logSensitivity wignerFactor u = 2 * u ^ 2 / (24 + u ^ 2) :=
    fun u h0 => (hasDerivAt_log_wigner h0).deriv
  refine ⟨fun u h0 h1 => ⟨hp u h0 h1, ?_⟩, ?_, fun u h0 => ⟨hw u h0, ?_⟩⟩
  · rw [hp u h0 h1, hw u h0]
    exact wigner_lt_parabolic h0 h1
  · refine parabolic_diverges.congr' ?_
    filter_upwards [Ioo_mem_nhdsLT Real.two_pi_pos] with u hu
    exact (hp u hu.1 hu.2).symm
  · rw [hw u h0, div_lt_iff₀ (by positivity)]
    linarith
```

Within the one-dimensional parabolic-barrier model, an error in a computed saddle-point frequency thus enters the rate constant with a weight that grows without bound near crossover. The divergence belongs to a parabola that extends downwards without limit, and says nothing of how a barrier of finite height behaves there.

## Errors of finite size

The sensitivity describes small errors, but the inequality between sensitivities also settles finite ones. Suppose the frequency is overestimated, so that $u$ is replaced by $v$ with $0<u<v<2\pi$. Define

$$D(s)=\ln\kappa_P(e^s)-\ln\kappa_W(e^s),\qquad D'(s)=S_P(e^s)-S_W(e^s)>0$$

for $\ln u\le s\le\ln v$. Then $D(\ln v)>D(\ln u)$, and rearranging and exponentiating gives

$$\frac{\kappa_W(v)}{\kappa_W(u)}<\frac{\kappa_P(v)}{\kappa_P(u)}.$$

The same overestimate inflates the parabolic factor by a larger ratio than Wigner's. In Lean, `hd` is the formula for $D'$ and `hm` the monotonicity of $D$. The closing rewrite clears the denominators and takes logarithms, which is allowed because all four values are positive.

```lean
/-- If the reduced barrier frequency is raised from `u` to `v`, with `0 < u < v < 2π`, the
parabolic-barrier factor grows by a strictly larger ratio than Wigner's factor. -/
theorem finite_error_amplification {u v : ℝ} (hu : 0 < u) (huv : u < v) (hv : v < 2 * π) :
    wignerFactor v / wignerFactor u < parabolicFactor v / parabolicFactor u := by
  have hv0 : 0 < v := hu.trans huv
  have hd : ∀ s : ℝ, Real.exp s < 2 * π → HasDerivAt
      (fun s => Real.log (parabolicFactor (Real.exp s)) - Real.log (wignerFactor (Real.exp s)))
      (1 - Real.exp s / 2 * Real.cot (Real.exp s / 2)
        - 2 * Real.exp s ^ 2 / (24 + Real.exp s ^ 2)) s := by
    intro s hs
    have h1 := hasDerivAt_log_parabolic (Real.exp_pos s) hs
    have h2 := hasDerivAt_log_wigner (Real.exp_pos s)
    rw [Real.log_exp] at h1 h2
    exact h1.fun_sub h2
  have hb : ∀ s ∈ Icc (Real.log u) (Real.log v), Real.exp s < 2 * π :=
    fun s hs => ((Real.le_log_iff_exp_le hv0).1 hs.2).trans_lt hv
  -- the gap between the logarithms of the two factors widens with ln u
  have hm : StrictMonoOn (fun s => Real.log (parabolicFactor (Real.exp s))
      - Real.log (wignerFactor (Real.exp s))) (Icc (Real.log u) (Real.log v)) := by
    refine strictMonoOn_of_deriv_pos (convex_Icc _ _)
      (fun s hs => (hd s (hb s hs)).continuousAt.continuousWithinAt) ?_
    intro s hs
    have hs' := hb s (interior_subset hs)
    rw [(hd s hs').deriv]
    exact sub_pos.2 (wigner_lt_parabolic (Real.exp_pos s) hs')
  have hl : Real.log u < Real.log v := Real.log_lt_log hu huv
  have h := hm (left_mem_Icc.2 hl.le) (right_mem_Icc.2 hl.le) hl
  simp only [Real.exp_log hu, Real.exp_log hv0] at h
  have pu := parabolicFactor_pos hu (huv.trans hv)
  have pv := parabolicFactor_pos hv0 hv
  have wu : 0 < wignerFactor u := by unfold wignerFactor; positivity
  have wv : 0 < wignerFactor v := by unfold wignerFactor; positivity
  rw [div_lt_div_iff₀ wu pu, ← Real.log_lt_log_iff (mul_pos wv pu) (mul_pos pv wu),
    Real.log_mul wv.ne' pu.ne', Real.log_mul pv.ne' wu.ne']
  linarith

end

end TunnellingSensitivity
```

```lean
#print axioms TunnellingSensitivity.wigner_lt_parabolic
#print axioms TunnellingSensitivity.frequency_error_amplification
#print axioms TunnellingSensitivity.finite_error_amplification
```

```
'TunnellingSensitivity.wigner_lt_parabolic' depends on axioms: [propext, Classical.choice, Quot.sound]
'TunnellingSensitivity.frequency_error_amplification' depends on axioms: [propext, Classical.choice, Quot.sound]
'TunnellingSensitivity.finite_error_amplification' depends on axioms: [propext, Classical.choice, Quot.sound]
```
